# $E'(1-\langle v,Wv\rangle)=\langle v,Av\rangle$ for a unit eigenvector of a symmetric matrix Hamiltonian with a potential proportional to the energy

## The Hamiltonian and its self-consistent solutions

Let `n` be a finite index set that labels an orthonormal basis. States are real vectors `n → ℝ`, operators are real matrices, and the inner product is $\langle u,v\rangle=\sum_i u_i v_i$, written `u ⬝ᵥ v` in Lean. The product of a matrix $M$ with a vector $v$ is `M *ᵥ v`, so $\langle u,Mv\rangle$ appears as `u ⬝ᵥ M *ᵥ v`.

```lean
import Mathlib

open Matrix Filter Topology

namespace EnergyDependentPotential

variable {n : Type*} [Fintype n]
```

The Hamiltonian depends on a perturbation strength $t$ and on an energy $\varepsilon$:

$$H(t,\varepsilon)=h+tA+\varepsilon W .$$

Here $h$ is the fixed part and $A$ is the operator coupled to the perturbation, for example a dipole operator in a uniform electric field. The term $\varepsilon W$ models an effective potential, left after core degrees of freedom have been eliminated, whose dependence on the energy is kept to first order. Its energy-independent part belongs to $h$, and $W$ is dimensionless. The linear form is postulated, and neither $h$ nor $W$ changes with $t$.

```lean
/-- The Hamiltonian `h + t A + ε W`: a fixed part `h`, a perturbation `A` of strength `t`,
and a model potential `ε W` proportional to the energy `ε`. -/
def modelHamiltonian (h A W : Matrix n n ℝ) (t ε : ℝ) : Matrix n n ℝ :=
  h + t • A + ε • W
```

A solution at strength $t$ is a vector $v$ that satisfies the eigenvalue equation with its own energy inserted in the Hamiltonian:

$$H(t,\varepsilon)\,v=\varepsilon v .$$

The definition also admits $v=0$. The response theorems below exclude this at the point of interest by requiring unit length there.

```lean
/-- The vector `v` satisfies the eigenvalue equation at strength `t` with energy `ε`, where the
same `ε` enters the Hamiltonian. -/
def IsSolution (h A W : Matrix n n ℝ) (t ε : ℝ) (v : n → ℝ) : Prop :=
  modelHamiltonian h A W t ε *ᵥ v = ε • v
```

## Comparing solutions at two strengths

For a symmetric matrix $M$, which Lean writes as `M.IsSymm`, the matrix can act on either side of the inner product:

$$\langle u,Mv\rangle=\sum_{i,j}u_iM_{ij}v_j=\sum_{i,j}M_{ji}u_iv_j=\langle Mu,v\rangle .$$

```lean
/-- A real symmetric matrix can be moved from one side of the dot product to the other. -/
theorem dotProduct_mulVec_symm {M : Matrix n n ℝ} (hM : M.IsSymm) (u v : n → ℝ) :
    u ⬝ᵥ M *ᵥ v = (M *ᵥ u) ⬝ᵥ v := by
  rw [Matrix.dotProduct_mulVec, ← Matrix.mulVec_transpose, hM.eq]
```

Now let $u$ be a solution at strength $s$ with energy $e$, and $v$ a solution at strength $t$ with energy $f$. If $h$, $A$ and $W$ are symmetric, so is $H(s,e)$. Letting $H(s,e)$ act to the left and $H(t,f)$ to the right gives

$$\langle u,H(s,e)v\rangle=e\langle u,v\rangle,\qquad \langle u,H(t,f)v\rangle=f\langle u,v\rangle .$$

In the difference of these two equations $h$ cancels:

$$(s-t)\langle u,Av\rangle+(e-f)\langle u,Wv\rangle=(e-f)\langle u,v\rangle .$$

Collecting the energy differences on one side yields an identity that holds for any separation of the two strengths:

$$(e-f)\bigl(\langle u,v\rangle-\langle u,Wv\rangle\bigr)=(s-t)\langle u,Av\rangle .$$

```lean
/-- For symmetric `h`, `A`, `W`, two solutions at strengths `s` and `t` with energies `e` and `f`
obey `(e - f) (⟨u,v⟩ - ⟨u,Wv⟩) = (s - t) ⟨u,Av⟩`. -/
theorem energy_difference {h A W : Matrix n n ℝ} (hh : h.IsSymm) (hA : A.IsSymm)
    (hW : W.IsSymm) {s t e f : ℝ} {u v : n → ℝ}
    (hu : IsSolution h A W s e u) (hv : IsSolution h A W t f v) :
    (e - f) * (u ⬝ᵥ v - u ⬝ᵥ W *ᵥ v) = (s - t) * (u ⬝ᵥ A *ᵥ v) := by
  unfold IsSolution at hu hv
  have hH : (modelHamiltonian h A W s e).IsSymm :=
    (hh.add (hA.smul s)).add (hW.smul e)
  -- the first Hamiltonian acts to the left, the second to the right
  have h1 : u ⬝ᵥ modelHamiltonian h A W s e *ᵥ v = e * (u ⬝ᵥ v) := by
    rw [dotProduct_mulVec_symm hH, hu, smul_dotProduct, smul_eq_mul]
  have h2 : u ⬝ᵥ modelHamiltonian h A W t f *ᵥ v = f * (u ⬝ᵥ v) := by
    rw [hv, dotProduct_smul, smul_eq_mul]
  simp only [modelHamiltonian, Matrix.add_mulVec, Matrix.smul_mulVec, dotProduct_add,
    dotProduct_smul, smul_eq_mul] at h1 h2
  linear_combination h2 - h1
```

In the proof, `h1` and `h2` are the two sandwiched equations. The `simp only` step expands the Hamiltonians into their three terms, and `linear_combination h2 - h1` performs the subtraction.

At equal strengths, $s=t$, the right-hand side vanishes. If the energies differ, division by $e-f$ leaves

$$\langle u,v\rangle=\langle u,Wv\rangle .$$

Two such states are therefore orthogonal with respect to $1-W$, and in general not with respect to the ordinary inner product. The reason is that they are eigenvectors of two different matrices, $H(t,e)$ and $H(t,f)$.

```lean
/-- For symmetric `h`, `A`, `W`, solutions at the same strength with different energies satisfy
`⟨u,v⟩ = ⟨u,Wv⟩`, which replaces the usual orthogonality. -/
theorem modified_orthogonality {h A W : Matrix n n ℝ} (hh : h.IsSymm) (hA : A.IsSymm)
    (hW : W.IsSymm) {t e f : ℝ} {u v : n → ℝ} (hef : e ≠ f)
    (hu : IsSolution h A W t e u) (hv : IsSolution h A W t f v) :
    u ⬝ᵥ v = u ⬝ᵥ W *ᵥ v := by
  have key := energy_difference hh hA hW hu hv
  rw [sub_self, zero_mul] at key
  exact sub_eq_zero.mp ((mul_eq_zero.mp key).resolve_left (sub_ne_zero.mpr hef))
```

## From a finite difference to the derivative

Consider next a family of solutions $v(s)$ with energies $E(s)$, defined for $s$ near $t$. Suppose that $v$ is continuous at $t$. For a fixed vector $x$, the overlap is a finite sum of continuous terms, so

$$\langle v(s),x\rangle\to\langle v(t),x\rangle\qquad(s\to t).$$

```lean
/-- If the state `v` is continuous at `t`, its overlap with a fixed vector `x` tends to the
overlap at `t`. -/
theorem tendsto_overlap {v : ℝ → n → ℝ} {t : ℝ} (hv : ContinuousAt v t) (x : n → ℝ) :
    Tendsto (fun s => v s ⬝ᵥ x) (𝓝[≠] t) (𝓝 (v t ⬝ᵥ x)) := by
  have hc : Continuous (fun u : n → ℝ => u ⬝ᵥ x) := by
    unfold dotProduct
    fun_prop
  exact ((hc.tendsto (v t)).comp hv.tendsto).mono_left nhdsWithin_le_nhds
```

The notation `𝓝[≠] t` restricts the limit to points $s\neq t$, as a difference quotient requires.

Apply the two-strength identity to $v(s)$ and $v(t)$, and divide by $s-t\neq0$:

$$\frac{E(s)-E(t)}{s-t}\,\bigl(\langle v(s),v(t)\rangle-\langle v(s),Wv(t)\rangle\bigr)=\langle v(s),Av(t)\rangle .$$

```lean
/-- For symmetric `h`, `A`, `W` and a family of solutions near `t`, the difference quotient of the
energy times `⟨v(s),v(t)⟩ - ⟨v(s),Wv(t)⟩` equals `⟨v(s),Av(t)⟩` for all `s ≠ t` near `t`. -/
theorem slope_identity {h A W : Matrix n n ℝ} (hh : h.IsSymm) (hA : A.IsSymm)
    (hW : W.IsSymm) {E : ℝ → ℝ} {v : ℝ → n → ℝ} {t : ℝ}
    (hsol : ∀ᶠ s in 𝓝 t, IsSolution h A W s (E s) (v s)) :
    ∀ᶠ s in 𝓝[≠] t,
      slope E t s * (v s ⬝ᵥ v t - v s ⬝ᵥ W *ᵥ v t) = v s ⬝ᵥ A *ᵥ v t := by
  have ht : IsSolution h A W t (E t) (v t) := hsol.self_of_nhds
  filter_upwards [hsol.filter_mono nhdsWithin_le_nhds, self_mem_nhdsWithin] with s hs hne
  have hst : s - t ≠ 0 := sub_ne_zero.mpr hne
  rw [slope_def_field, div_mul_eq_mul_div, energy_difference hh hA hW hs ht,
    mul_div_cancel_left₀ _ hst]
```

The difference quotient is `slope E t s`. The hypothesis `hsol` says that the eigenvalue equation holds for all $s$ in some neighbourhood of $t$, including $t$ itself.

Suppose first that $E$ is known to have a derivative $E'$ at $t$, and that $\langle v(t),v(t)\rangle=1$. Write $v$ for $v(t)$. As $s\to t$, the bracket tends to $1-\langle v,Wv\rangle$ and the right-hand side to $\langle v,Av\rangle$. Equal functions have equal limits, hence

$$E'\,(1-\langle v,Wv\rangle)=\langle v,Av\rangle .$$

```lean
/-- Let `h`, `A`, `W` be symmetric and let a family of solutions near `t` have a state continuous
at `t` and of unit length there. If the energy has derivative `E'` at `t`, then
`E' (1 - ⟨v,Wv⟩) = ⟨v,Av⟩`. -/
theorem energy_response {h A W : Matrix n n ℝ} (hh : h.IsSymm) (hA : A.IsSymm)
    (hW : W.IsSymm) {E : ℝ → ℝ} {v : ℝ → n → ℝ} {t E' : ℝ}
    (hsol : ∀ᶠ s in 𝓝 t, IsSolution h A W s (E s) (v s))
    (hv : ContinuousAt v t) (hunit : v t ⬝ᵥ v t = 1) (hE : HasDerivAt E E' t) :
    E' * (1 - v t ⬝ᵥ W *ᵥ v t) = v t ⬝ᵥ A *ᵥ v t := by
  have tb := (tendsto_overlap hv (v t)).sub (tendsto_overlap hv (W *ᵥ v t))
  have ta := tendsto_overlap hv (A *ᵥ v t)
  -- both sides of the difference-quotient identity have a limit
  have key := tendsto_nhds_unique ((hasDerivAt_iff_tendsto_slope.mp hE).mul tb)
    (ta.congr' ((slope_identity hh hA hW hsol).mono fun s hs => hs.symm))
  rw [hunit] at key
  exact key
```

The limits `tb` and `ta` belong to the bracket and to the right-hand side, and `tendsto_nhds_unique` equates the results. No derivative of $v$ is used, and the length of $v(s)$ away from $t$ plays no part.

If $\langle v,Wv\rangle\neq1$, differentiability of $E$ need not be assumed. The bracket has a nonzero limit, so it is nonzero for all $s\neq t$ close enough to $t$. There the difference quotient is a ratio of two convergent quantities:

$$\frac{E(s)-E(t)}{s-t}=\frac{\langle v(s),Av(t)\rangle}{\langle v(s),v(t)\rangle-\langle v(s),Wv(t)\rangle}\;\longrightarrow\;\frac{\langle v,Av\rangle}{1-\langle v,Wv\rangle}.$$

```lean
/-- Let `h`, `A`, `W` be symmetric and let a family of solutions near `t` have a state continuous
at `t` and of unit length there. If `⟨v,Wv⟩ ≠ 1` at `t`, the energy is differentiable at `t` with
derivative `⟨v,Av⟩ / (1 - ⟨v,Wv⟩)`. -/
theorem hasDerivAt_energy {h A W : Matrix n n ℝ} (hh : h.IsSymm) (hA : A.IsSymm)
    (hW : W.IsSymm) {E : ℝ → ℝ} {v : ℝ → n → ℝ} {t : ℝ}
    (hsol : ∀ᶠ s in 𝓝 t, IsSolution h A W s (E s) (v s))
    (hv : ContinuousAt v t) (hunit : v t ⬝ᵥ v t = 1) (hw : v t ⬝ᵥ W *ᵥ v t ≠ 1) :
    HasDerivAt E ((v t ⬝ᵥ A *ᵥ v t) / (1 - v t ⬝ᵥ W *ᵥ v t)) t := by
  have tb := (tendsto_overlap hv (v t)).sub (tendsto_overlap hv (W *ᵥ v t))
  have ta := tendsto_overlap hv (A *ᵥ v t)
  rw [hunit] at tb
  have hb : 1 - v t ⬝ᵥ W *ᵥ v t ≠ 0 := sub_ne_zero.mpr (Ne.symm hw)
  rw [hasDerivAt_iff_tendsto_slope]
  -- near `t` the denominator stays nonzero, so the difference quotient is a ratio
  refine (ta.div tb hb).congr' ?_
  filter_upwards [slope_identity hh hA hW hsol, tb.eventually_ne hb] with s hs hne
  exact (eq_div_of_mul_eq hne hs).symm
```

`HasDerivAt` states that the derivative exists and has the given value. In the proof, `ta.div tb hb` is the limit of the ratio, and `tb.eventually_ne hb` keeps the denominator away from zero near $t$.

For $W=0$ this is the Hellmann–Feynman formula $E'=\langle v,Av\rangle$. The existence of the family and its continuity at $t$ are assumptions. In a numerical calculation, continuity means following one branch through any level crossing and aligning the arbitrary signs of the computed eigenvectors. If the level is degenerate at $t$ itself, $v(t)$ must be the limit of that branch, since an arbitrary unit vector of the eigenspace need not satisfy the formula. The setting is a finite real basis with a single perturbation parameter; complex Hermitian matrices and unbounded operators would need separate treatment.

## When the plain expectation value is right

The product formula can be rearranged as

$$E'-\langle v,Av\rangle=E'\,\langle v,Wv\rangle .$$

The uncorrected expectation value therefore equals the energy derivative exactly when $E'=0$ or $\langle v,Wv\rangle=0$.

```lean
/-- Under the assumptions of `energy_response`, the naive expectation value `⟨v,Av⟩` equals the
energy derivative `E'` exactly when `E' = 0` or `⟨v,Wv⟩ = 0`. -/
theorem naive_response_iff {h A W : Matrix n n ℝ} (hh : h.IsSymm) (hA : A.IsSymm)
    (hW : W.IsSymm) {E : ℝ → ℝ} {v : ℝ → n → ℝ} {t E' : ℝ}
    (hsol : ∀ᶠ s in 𝓝 t, IsSolution h A W s (E s) (v s))
    (hv : ContinuousAt v t) (hunit : v t ⬝ᵥ v t = 1) (hE : HasDerivAt E E' t) :
    E' = v t ⬝ᵥ A *ᵥ v t ↔ E' = 0 ∨ v t ⬝ᵥ W *ᵥ v t = 0 := by
  have r := energy_response hh hA hW hsol hv hunit hE
  rw [← mul_eq_zero]
  constructor
  · intro hq
    linear_combination hq - r
  · intro hq
    linear_combination hq + r
```

Within this finite-dimensional model with linear energy dependence, a property defined as an energy derivative, such as (up to sign) a dipole moment, equals the expectation value $\langle v,Av\rangle$ times the factor $1/(1-\langle v,Wv\rangle)$ whenever $\langle v,Wv\rangle\neq1$.

## A two-dimensional example with response 2 and expectation value 1

Take

$$h=\begin{pmatrix}1&0\\0&1\end{pmatrix},\quad A=\begin{pmatrix}1&-1\\-1&0\end{pmatrix},\quad W=\begin{pmatrix}\tfrac12&0\\0&1\end{pmatrix},\quad v(t)=\begin{pmatrix}1\\t\end{pmatrix}.$$

The first row of the eigenvalue equation reads $1+t-t^2+\tfrac12E=E$, so $E(t)=2+2t-2t^2$. The second row reads $t-t+Et=Et$, which always holds. At $t=0$ the state has unit length, and

$$E'(0)=2,\qquad \langle v,Av\rangle=1,\qquad \langle v,Wv\rangle=\tfrac12,\qquad \frac{1}{1-\frac12}=2 .$$

The plain expectation value gives half of the energy derivative. The matrices are chosen for simple arithmetic and do not represent an exact elimination of core states. Such an elimination, from a symmetric Hamiltonian in an orthonormal basis, gives an effective potential whose energy derivative has no positive eigenvalues, so that $\langle v,Wv\rangle\le0$.

The finite-difference identity can be tested with numbers as well. At $s=0.1$ the energy is $2.18$, so the difference quotient from $t=0$ is $0.18/0.1=1.8$. With $v(s)=(1,0.1)$ and $v(0)=(1,0)$, the bracket is $1-\tfrac12=0.5$ and the matrix element of $A$ is $1-0.1=0.9$. Indeed $1.8\times0.5=0.9$.

For $t\neq0$ the vector $(1,t)$ is not normalised. The normalised expectation values there are $(1-2t)/(1+t^2)$ for $A$ and $(\tfrac12+t^2)/(1+t^2)$ for $W$. Their use in the response formula gives $2-4t$, in agreement with $E'(t)$.

```lean
/-- A two-dimensional model with symmetric matrices, state `(1, t)` and energy `2 + 2t - 2t²`. At
`t = 0` the state has unit length, the energy derivative is `2`, `⟨v,Av⟩ = 1` and `⟨v,Wv⟩ = 1/2`. -/
theorem energy_response_witness :
    (!![1, 0; 0, 1] : Matrix (Fin 2) (Fin 2) ℝ).IsSymm ∧
    (!![1, -1; -1, 0] : Matrix (Fin 2) (Fin 2) ℝ).IsSymm ∧
    (!![1/2, 0; 0, 1] : Matrix (Fin 2) (Fin 2) ℝ).IsSymm ∧
    (∀ t : ℝ, IsSolution !![1, 0; 0, 1] !![1, -1; -1, 0] !![1/2, 0; 0, 1] t
      (2 + 2 * t - 2 * t ^ 2) ![1, t]) ∧
    HasDerivAt (fun t : ℝ => 2 + 2 * t - 2 * t ^ 2) 2 0 ∧
    (![1, 0] : Fin 2 → ℝ) ⬝ᵥ ![1, 0] = 1 ∧
    (![1, 0] : Fin 2 → ℝ) ⬝ᵥ !![1, -1; -1, 0] *ᵥ ![1, 0] = 1 ∧
    (![1, 0] : Fin 2 → ℝ) ⬝ᵥ !![1/2, 0; 0, 1] *ᵥ ![1, 0] = 1/2 := by
  refine ⟨Matrix.IsSymm.ext fun i j => by fin_cases i <;> fin_cases j <;> rfl,
    Matrix.IsSymm.ext fun i j => by fin_cases i <;> fin_cases j <;> rfl,
    Matrix.IsSymm.ext fun i j => by fin_cases i <;> fin_cases j <;> rfl, ?_, ?_, ?_, ?_, ?_⟩
  · intro t
    unfold IsSolution
    ext i
    fin_cases i <;>
      simp [modelHamiltonian, Matrix.mulVec, dotProduct, Fin.sum_univ_succ] <;> ring
  · have hd := (((hasDerivAt_id' (0 : ℝ)).const_mul 2).const_add 2).fun_sub
      (((hasDerivAt_id' (0 : ℝ)).fun_pow 2).const_mul 2)
    refine hd.congr_deriv ?_
    norm_num
  · simp [dotProduct, Fin.sum_univ_succ]
  · simp [Matrix.mulVec, dotProduct, Fin.sum_univ_succ]
  · simp [Matrix.mulVec, dotProduct, Fin.sum_univ_succ]
```

The theorem records the symmetry of the three matrices, the eigenvalue equation for every $t$, the derivative at zero, and the three inner products at $t=0$. The row calculations are done by `fin_cases i` followed by `simp` and `ring`.

## One dimension, and an energy left undetermined

In one dimension $h$, $A$ and $W$ are numbers $h$, $a$ and $w$, and the unit state can be taken as $v=1$. The equation $h+ta+Ew=E$ gives, for $w\neq1$,

$$E(t)=\frac{h+ta}{1-w},\qquad E'(t)=\frac{a}{1-w}.$$

For $w=1$ the energy drops out and the equation becomes $h+ta=0$. It can hold throughout an interval of $t$ only if $h=a=0$, and then every energy is allowed.

The same happens in any dimension for $h=A=0$ and $W=1$, the identity matrix:

$$(0+t\cdot0+\varepsilon\cdot1)\,v=\varepsilon v$$

for every $t$, $\varepsilon$ and $v$. If the basis is not empty, choose a constant unit vector $v$ and the energy $E(s)=|s|$. At $t=0$ all assumptions of `hasDerivAt_energy` hold except $\langle v,Wv\rangle\neq1$, yet $E$ has no derivative there. Without that condition the theorem would be false.

```lean
/-- For `h = A = 0` and `W = 1`, every vector is a solution with every energy at every strength. -/
theorem energy_undetermined [DecidableEq n] (t ε : ℝ) (v : n → ℝ) :
    IsSolution 0 0 1 t ε v := by
  simp [IsSolution, modelHamiltonian, Matrix.smul_mulVec]

end EnergyDependentPotential
```

```lean
#print axioms EnergyDependentPotential.modified_orthogonality
-- 'EnergyDependentPotential.modified_orthogonality' depends on axioms: [propext, Classical.choice, Quot.sound]
#print axioms EnergyDependentPotential.hasDerivAt_energy
-- 'EnergyDependentPotential.hasDerivAt_energy' depends on axioms: [propext, Classical.choice, Quot.sound]
#print axioms EnergyDependentPotential.naive_response_iff
-- 'EnergyDependentPotential.naive_response_iff' depends on axioms: [propext, Classical.choice, Quot.sound]
#print axioms EnergyDependentPotential.energy_undetermined
-- 'EnergyDependentPotential.energy_undetermined' depends on axioms: [propext, Classical.choice, Quot.sound]
```
